# Among orthonormal combinations of a finite real basis, the symmetric ones have the least total squared displacement

Atom-centred Gaussian functions overlap, and many calculations need an orthonormal set built from them. With two or more functions there are infinitely many such sets, and a careless choice spoils the link between an orbital and the atom it came from. Gram–Schmidt applied to a normalised basis leaves the first function alone and makes the later ones take all the change, so the result depends on the order in which the atoms were listed.

Symmetric (Löwdin) orthogonalisation treats all functions alike. Let $\varphi_j$ be the basis functions, $S_{ij}=\langle\varphi_i,\varphi_j\rangle$ their overlap matrix, and $R$ the positive definite matrix with $R^2=S$, usually written $S^{1/2}$. A candidate set is $\psi_j=\sum_i X_{ij}\varphi_i$. The theorem says that $X=R^{-1}$ gives an orthonormal set, and that among all orthonormal candidates it alone minimises $\sum_j\|\varphi_j-\psi_j\|^2$.

For a finite real basis in electronic structure, this singles out the orthonormal orbitals that stay closest to the atomic functions in total squared displacement. Löwdin population analysis uses these orbitals to assign electrons to atoms. The choice of orthonormal set does not affect Hartree–Fock or full configuration-interaction energies computed in the full span without further approximation, which are the same for every orthonormal choice.

The hypotheses on $R$, on the overlaps and on the orthonormality of the orbitals are discussed below, with examples of what fails when they are weakened; these examples are ordinary arithmetic and have no Lean proof here.

## A finite real basis, with as many orbitals as functions

The index type `n` labels the basis functions, and `E` is any real inner product space. For real Gaussians, `E` is the space of real square-integrable functions. Complex orbitals, and sets with fewer orbitals than functions, are left out.

```lean
import Mathlib

open Matrix

namespace SymmetricOrthogonalisation

noncomputable section

variable {n : Type*} [Fintype n]
variable {E : Type*} [NormedAddCommGroup E] [InnerProductSpace ℝ E]
```

The matrix comparison uses the sum of squared entries of a difference. This quantity, `sqDist`, is the square of the Frobenius distance.

```lean
/-- The sum of squared entries of the difference of two real square matrices. -/
def sqDist (A B : Matrix n n ℝ) : ℝ := ∑ i, ∑ j, (A i j - B i j) ^ 2
```

An `orbital` here is just a linear combination of basis functions, not an eigenfunction of a Fock operator. Its coefficients stand in column `j` of `X`.

```lean
/-- The `j`-th orbital built from the basis functions `φ`, with the coefficients in
column `j` of `X`. -/
def orbital (φ : n → E) (X : Matrix n n ℝ) (j : n) : E := ∑ i, X i j • φ i
```

Finiteness allows the squared distance to be written as a trace:
$$\sum_{i,j}(A_{ij}-B_{ij})^2=\operatorname{tr}\,(A-B)^T(A-B).$$
The diagonal entry $j$ of the product is the sum over $i$ of the squares in column $j$. In Lean, `Finset.sum_comm` exchanges the two sums, and the definitions of trace and product do the rest.

```lean
/-- The squared distance of two real matrices is the trace of `(A - B)ᵀ (A - B)`. -/
theorem sqDist_eq_trace (A B : Matrix n n ℝ) :
    sqDist A B = trace ((A - B)ᵀ * (A - B)) := by
  unfold sqDist
  rw [Finset.sum_comm]
  simp only [Matrix.trace, Matrix.diag_apply, Matrix.mul_apply, Matrix.transpose_apply,
    Matrix.sub_apply, sq]
```

## Positive definite $R$: independent functions and the right signs

Physically, positive definiteness of $R$ says two things. The basis functions are linearly independent, and of the many symmetric roots of $S$ the one with positive eigenvalues has been taken.

Besides making $R$ symmetric and invertible, it fixes the sign of a trace. If $M$ has columns $m_j$, then
$$\operatorname{tr}(M^TRM)=\sum_j m_j^TRm_j .$$
Every term is non-negative, and a non-zero column gives a positive one. So the trace is positive unless $M=0$.

In the proof, `e` is this column sum, `pos` and `nonneg` are the two facts about its terms, and `Finset.sum_pos'` combines them once a non-zero entry of `M` has been found.

```lean
/-- For positive definite `R` and a nonzero real matrix `M`, the trace of `Mᵀ R M` is
strictly positive. -/
theorem trace_congruence_pos {R M : Matrix n n ℝ} (hR : R.PosDef) (hM : M ≠ 0) :
    0 < trace (Mᵀ * R * M) := by
  -- the trace is the sum of the quadratic form of `R` over the columns of `M`
  have e : trace (Mᵀ * R * M) = ∑ j, (fun i => M i j) ⬝ᵥ (R *ᵥ (fun i => M i j)) := by
    rw [Matrix.mul_assoc]
    rfl
  have pos : ∀ x : n → ℝ, x ≠ 0 → 0 < x ⬝ᵥ (R *ᵥ x) := by
    intro x hx
    have h := hR.dotProduct_mulVec_pos hx
    rwa [star_trivial] at h
  have nonneg : ∀ x : n → ℝ, 0 ≤ x ⬝ᵥ (R *ᵥ x) := by
    intro x
    by_cases hx : x = 0
    · simp [hx]
    · exact (pos x hx).le
  obtain ⟨i, j, hij⟩ : ∃ i j, M i j ≠ 0 := by
    by_contra! h
    exact hM (by ext i j; exact h i j)
  rw [e]
  exact Finset.sum_pos' (fun j _ => nonneg _)
    ⟨j, Finset.mem_univ j, pos _ (fun h => hij (congrFun h i))⟩
```

Positive semidefiniteness is not enough for uniqueness: $R=\operatorname{diag}(1,0)$ is equally far from $1$ and from $\operatorname{diag}(1,-1)$. Nor is a symmetric invertible root enough for the inequality. Take an orthonormal pair, so that $S=1$, and the root $R=\operatorname{diag}(1,-1)$. Then $R^{-1}$ needlessly reverses the second function, with total squared displacement 4, while $X=1$ moves nothing.

## Overlaps are actual inner products

The hypothesis `hS` ties the matrix to the functions: each entry is the inner product of two basis functions. For two coefficient matrices $X$ and $Y$, bilinearity gives
$$\Big\langle\sum_k X_{ki}\varphi_k,\ \sum_l Y_{lj}\varphi_l\Big\rangle=\sum_{k,l}X_{ki}S_{kl}Y_{lj}=(X^TSY)_{ij}.$$

The Lean proof expands both sums, inserts `hS`, and reorders the result. Without this link, a statement about matrices would say nothing about how far functions move.

```lean
/-- The inner product of two orbitals is the matching entry of `Xᵀ S Y`, where `S` is the
overlap matrix of the basis functions. -/
theorem inner_orbital {φ : n → E} {S : Matrix n n ℝ}
    (hS : ∀ i j, inner ℝ (φ i) (φ j) = S i j) (X Y : Matrix n n ℝ) (i j : n) :
    inner ℝ (orbital φ X i) (orbital φ Y j) = (Xᵀ * S * Y) i j := by
  unfold orbital
  rw [sum_inner]
  simp only [inner_sum, real_inner_smul_left, real_inner_smul_right, hS,
    Matrix.mul_apply, Matrix.transpose_apply, Finset.sum_mul]
  refine Finset.sum_comm.trans ?_
  exact Finset.sum_congr rfl fun l _ => Finset.sum_congr rfl fun k _ => by ring
```

## Symmetric $R$ and orthogonal $Q$

Orthogonality of $Q$ is the matrix form of orthonormality, as shown further on by setting $Q=RX$. Symmetry of $R$ is part of Mathlib's `PosDef`.

Using $R^T=R$ and $Q^TQ=1$, expand the two squared distances, with $N$ the number of basis functions:
$$\operatorname{tr}(R-Q)^T(R-Q)=\operatorname{tr}R^2-\operatorname{tr}RQ-\operatorname{tr}Q^TR+N,$$
$$\operatorname{tr}(R-1)^T(R-1)=\operatorname{tr}R^2-2\operatorname{tr}R+N.$$
Their difference is $2\operatorname{tr}R-\operatorname{tr}RQ-\operatorname{tr}Q^TR$. On the other hand,
$$\operatorname{tr}(1-Q)^TR(1-Q)=\operatorname{tr}R-\operatorname{tr}RQ-\operatorname{tr}Q^TR+\operatorname{tr}Q^TRQ,$$
and the last term is $\operatorname{tr}QQ^TR=\operatorname{tr}R$, because a square matrix with $Q^TQ=1$ also has $QQ^T=1$. The two expressions agree, so this trace is exactly the excess of the squared distance to $Q$ over that to $1$.

In Lean, `h1`, `h2` and `h3` are the three expansions, and `h4` is the invariance of the trace.

```lean
variable [DecidableEq n]

/-- For symmetric `R` and orthogonal `Q`, the squared distance from `R` to `Q` exceeds that
from `R` to the identity by the trace of `(1 - Q)ᵀ R (1 - Q)`. -/
theorem sqDist_orthogonal {R Q : Matrix n n ℝ} (hR : Rᵀ = R) (hQ : Qᵀ * Q = 1) :
    sqDist R Q = sqDist R 1 + trace ((1 - Q)ᵀ * R * (1 - Q)) := by
  have h1 : (R - Q)ᵀ * (R - Q) = R * R - R * Q - Qᵀ * R + 1 := by
    rw [transpose_sub, hR, ← hQ]
    noncomm_ring
  have h2 : (R - 1)ᵀ * (R - 1) = R * R - R - R + 1 := by
    rw [transpose_sub, transpose_one, hR]
    noncomm_ring
  have h3 : (1 - Q)ᵀ * R * (1 - Q) = R - R * Q - Qᵀ * R + Qᵀ * R * Q := by
    rw [transpose_sub, transpose_one]
    noncomm_ring
  -- an orthogonal change of basis keeps the trace
  have h4 : trace (Qᵀ * R * Q) = trace R := by
    rw [Matrix.trace_mul_comm, ← Matrix.mul_assoc, mul_eq_one_comm.mp hQ, Matrix.one_mul]
  rw [sqDist_eq_trace, sqDist_eq_trace, h1, h2, h3]
  simp only [trace_add, trace_sub, h4]
  ring
```

The matrix theorem follows by taking $M=1-Q$ in the positivity result. If $Q=1$, the two distances coincide. Otherwise the excess is strictly positive, which gives the inequality and rules out equality. The proof makes the same case split, and `linarith` draws the conclusion from the identity `e` and the positivity `p`.

```lean
/-- Among all real orthogonal matrices, the identity is the closest to a positive definite
matrix `R` in the sum of squared entries, and it is the only closest one. -/
theorem identity_closest_orthogonal {R Q : Matrix n n ℝ} (hR : R.PosDef)
    (hQ : Qᵀ * Q = 1) :
    sqDist R 1 ≤ sqDist R Q ∧ (sqDist R Q = sqDist R 1 ↔ Q = 1) := by
  have hT : Rᵀ = R := by
    rw [← conjTranspose_eq_transpose_of_trivial]
    exact hR.isHermitian
  by_cases h : Q = 1
  · simp [h]
  · have e := sqDist_orthogonal hT hQ
    have p := trace_congruence_pos hR (sub_ne_zero.mpr (Ne.symm h))
    exact ⟨by linarith, fun h' => by exfalso; linarith, fun h' => absurd h' h⟩
```

A positive quadratic form without symmetry is not enough. The matrix $\begin{pmatrix}1&-1\\1&1\end{pmatrix}$ has $x^TRx=|x|^2$, yet it is $\sqrt2$ times a rotation by 45 degrees and lies closer to that rotation than to the identity. Replacing orthonormality by mere normalisation also fails: a normalised overlapping basis, left as it is, has zero displacement.

## The overlap matrix is $R^2$

Here `hS` is used with the specific matrix `R * R`. This is what turns a question about functions into one about distances from $R$. The orbitals have overlap matrix
$$X^TR^2X=(RX)^T(RX),$$
so they are orthonormal exactly when $RX$ is orthogonal. The Lean proof rewrites `Orthonormal` as a table of inner products equal to one or zero and compares it entry by entry.

```lean
/-- If the basis functions have overlap matrix `R²` with `R` symmetric, the orbitals with
coefficients `X` are orthonormal exactly when `R X` is an orthogonal matrix. -/
theorem orthonormal_orbital_iff {φ : n → E} {R : Matrix n n ℝ} (hR : Rᵀ = R)
    (hS : ∀ i j, inner ℝ (φ i) (φ j) = (R * R) i j) (X : Matrix n n ℝ) :
    Orthonormal ℝ (orbital φ X) ↔ (R * X)ᵀ * (R * X) = 1 := by
  have e : (R * X)ᵀ * (R * X) = Xᵀ * (R * R) * X := by
    rw [transpose_mul, hR]
    noncomm_ring
  rw [orthonormal_iff_ite, e, ← Matrix.ext_iff]
  simp only [inner_orbital hS, Matrix.one_apply]
```

The displacement $\varphi_j-\psi_j$ is itself a combination of basis functions, with coefficients in column $j$ of $1-X$. Its squared norm is therefore a diagonal entry of $(1-X)^TR^2(1-X)$, and summing over $j$ gives
$$\sum_j\|\varphi_j-\psi_j\|^2=\operatorname{tr}(R-RX)^T(R-RX).$$
This is the squared distance from $R$ to $RX$. In the proof, `hd` identifies the displacement as an orbital, and `e` is the factorisation of the matrix.

```lean
/-- If the basis functions have overlap matrix `R²` with `R` symmetric, the total squared
displacement from basis functions to orbitals is the squared distance from `R` to `R X`. -/
theorem displacement_eq_sqDist {φ : n → E} {R : Matrix n n ℝ} (hR : Rᵀ = R)
    (hS : ∀ i j, inner ℝ (φ i) (φ j) = (R * R) i j) (X : Matrix n n ℝ) :
    ∑ j, ‖φ j - orbital φ X j‖ ^ 2 = sqDist R (R * X) := by
  -- the displacements are themselves orbitals, with coefficients `1 - X`
  have hd : ∀ j, φ j - orbital φ X j = orbital φ (1 - X) j := by
    intro j
    simp [orbital, sub_smul, Finset.sum_sub_distrib, Matrix.one_apply]
  have e : (R - R * X)ᵀ * (R - R * X) = (1 - X)ᵀ * (R * R) * (1 - X) := by
    simp only [transpose_sub, transpose_mul, transpose_one, hR]
    noncomm_ring
  rw [sqDist_eq_trace, e, Matrix.trace]
  refine Finset.sum_congr rfl fun j _ => ?_
  rw [hd j, ← real_inner_self_eq_norm_sq, inner_orbital hS, Matrix.diag_apply]
```

Now put $Q=RX$. For $X=R^{-1}$ this is the identity, so the symmetric orbitals are orthonormal. For any other orthonormal candidate, the matrix theorem says that $R$ is farther from $RX$ than from $1$. Equality means $RX=1$, that is, $X=R^{-1}$.

The final theorem says this in two parts: the orbitals with coefficients `R⁻¹` are orthonormal, and for every `X` with orthonormal orbitals the inequality holds, with equality if and only if `X = R⁻¹`. The proof obtains `hinv` from the positive determinant of `R`, applies the matrix theorem as `key`, and translates both displacements into `sqDist`.

```lean
/-- Let the basis functions have overlap matrix `R²` with `R` positive definite. The orbitals
with coefficients `R⁻¹` are orthonormal, and among all orthonormal sets of orbitals built from
the basis they alone have the least total squared displacement from the basis functions. -/
theorem symmetric_orthogonalisation_optimal {φ : n → E} {R : Matrix n n ℝ} (hR : R.PosDef)
    (hS : ∀ i j, inner ℝ (φ i) (φ j) = (R * R) i j) :
    Orthonormal ℝ (orbital φ R⁻¹) ∧
    ∀ X : Matrix n n ℝ, Orthonormal ℝ (orbital φ X) →
      ∑ j, ‖φ j - orbital φ R⁻¹ j‖ ^ 2 ≤ ∑ j, ‖φ j - orbital φ X j‖ ^ 2 ∧
      (∑ j, ‖φ j - orbital φ X j‖ ^ 2 = ∑ j, ‖φ j - orbital φ R⁻¹ j‖ ^ 2 ↔ X = R⁻¹) := by
  have hT : Rᵀ = R := by
    rw [← conjTranspose_eq_transpose_of_trivial]
    exact hR.isHermitian
  have hinv : R * R⁻¹ = 1 := Matrix.mul_nonsing_inv R hR.det_pos.ne'.isUnit
  refine ⟨(orthonormal_orbital_iff hT hS _).mpr (by simp [hinv]), fun X hX => ?_⟩
  -- the matrix theorem applies to the orthogonal matrix `R X`
  have key := identity_closest_orthogonal hR ((orthonormal_orbital_iff hT hS X).mp hX)
  rw [displacement_eq_sqDist hT hS, displacement_eq_sqDist hT hS, hinv]
  refine ⟨key.1, key.2.trans ⟨fun h => (Matrix.inv_eq_right_inv h).symm, fun h => ?_⟩⟩
  rw [h, hinv]
```

If `R` is not a root of the true overlap matrix, the conclusion can fail already at orthonormality: a single function of norm 2 with $R=1$ would be left at norm 2.

One step towards a real calculation remains. A program computes $S$ from the Gaussians, whereas the theorem receives $R$ ready-made. For linearly independent functions, diagonalising $S$, taking positive square roots of its eigenvalues and transforming back to the original basis supplies it. A different formulation would start from a positive definite $S$ and define $R$ as its matrix square root. The user would then have only the overlap matrix to provide, and the proof would need further lemmas showing that this root is positive definite and squares to $S$. The comparison with $Q$ would stay the same.

## Two overlapping vectors, and a single function

The vectors $(2,1)$ and $(1,2)$ meet all the hypotheses without being orthogonal. Their overlap matrix has diagonal entries 5 and off-diagonal entries 4, so the normalised overlap is $4/5$. The Lean proof shows positive definiteness by writing the quadratic form as $x_0^2+x_1^2+(x_0+x_1)^2$, and checks the four inner products one at a time.

```lean
/-- The plane vectors `(2, 1)` and `(1, 2)` have overlap matrix `R²` for the positive definite
matrix `R` with diagonal entries 2 and off-diagonal entries 1. -/
theorem symmetric_orthogonalisation_witness :
    (!![2, 1; 1, 2] : Matrix (Fin 2) (Fin 2) ℝ).PosDef ∧
    ∀ i j, inner ℝ ((![!₂[2, 1], !₂[1, 2]] : Fin 2 → EuclideanSpace ℝ (Fin 2)) i)
        ((![!₂[2, 1], !₂[1, 2]] : Fin 2 → EuclideanSpace ℝ (Fin 2)) j) =
      (!![2, 1; 1, 2] * !![2, 1; 1, 2] : Matrix (Fin 2) (Fin 2) ℝ) i j := by
  constructor
  · rw [Matrix.posDef_iff_dotProduct_mulVec]
    constructor
    · unfold Matrix.IsHermitian
      ext i j
      fin_cases i <;> fin_cases j <;> simp [Matrix.conjTranspose_apply]
    · intro x hx
      -- the quadratic form is a sum of squares
      have e : star x ⬝ᵥ ((!![2, 1; 1, 2] : Matrix (Fin 2) (Fin 2) ℝ) *ᵥ x) =
          x 0 ^ 2 + x 1 ^ 2 + (x 0 + x 1) ^ 2 := by
        simp [Matrix.mulVec, dotProduct, Fin.sum_univ_two]
        ring
      rw [e]
      by_contra h
      have s0 := sq_nonneg (x 0)
      have s1 := sq_nonneg (x 1)
      have s2 := sq_nonneg (x 0 + x 1)
      have h0 : x 0 = 0 := (pow_eq_zero_iff two_ne_zero).mp (by linarith)
      have h1 : x 1 = 0 := (pow_eq_zero_iff two_ne_zero).mp (by linarith)
      apply hx
      ext i
      fin_cases i <;> simp [h0, h1]
  · intro i j
    rw [PiLp.inner_apply]
    fin_cases i <;> fin_cases j <;>
      simp [Fin.sum_univ_two, Matrix.mul_apply] <;> norm_num

end

end SymmetricOrthogonalisation
```

```lean
#print axioms SymmetricOrthogonalisation.symmetric_orthogonalisation_optimal
```

```
'SymmetricOrthogonalisation.symmetric_orthogonalisation_optimal' depends on axioms: [propext, Classical.choice, Quot.sound]
```

For this pair the symmetric orbitals are $(1,0)$ and $(0,1)$. If the two vectors are first normalised, the orbitals are the same and the total squared displacement is about 0.42, against 0.80 for Gram–Schmidt.

The smallest case with any content is one function of norm $r>0$, where $R=r$. The only orthonormal candidates are $X=\pm1/r$, with squared displacements $(r-1)^2$ and $(r+1)^2$. Symmetric orthogonalisation then normalises the function and keeps its sign.
